# A geometric bound on unwanted components in shift-and-invert iteration for Hψ = eSψ

A Hermitian matrix H and a positive definite overlap matrix S can enter a formal statement in two ways: through these two properties, or through the eigenvectors that they guarantee. Here the eigenvectors are the input. We assume a square matrix C whose columns ψ_i satisfy, with real levels e_i,

⟨ψ_i, Sψ_j⟩ = δ_ij,  Hψ_i = e_i Sψ_i.

Hermiticity of H and positive definiteness of S then follow and are proved below. The converse, that every such pair H, S has an eigenbasis of this kind, is the spectral theorem applied to S^(−1/2) H S^(−1/2), and it is presupposed.

With ultrasoft pseudopotentials, S differs from the identity because of the augmentation charges. The result bears on the eigenvalue step at fixed potential, for finite matrices and exact linear solves. Neither solver error nor the update of H during self-consistency enters.

## From amplitudes to the contraction factor

Let s be a real shift, ψ_o the wanted eigenvector and T = (H − sS)⁻¹S. Assume |e_o − s| > 0 and |e_m − s| ≥ d > 0 for all m ≠ o. For a vector v, write a_i = ⟨ψ_i, Sv⟩ for its amplitudes and ‖v‖_S = √⟨v, Sv⟩ for its S-norm. Let R(v) be the S-norm of v − a_o ψ_o divided by that of a_o ψ_o. The claim is that, if a_o ≠ 0, the wanted part of Tᵏv is nonzero and

R(Tᵏv) ≤ (|e_o − s|/d)ᵏ R(v).

The factor multiplying R(v) decreases with k when |e_o − s| < d, that is, when the shift is closer to the wanted level than d. The inequality itself holds without this condition.

Put A = CᴴS. Orthonormality says AC = 1, and for square matrices this gives CA = 1, which is completeness: v = Σ_i a_i ψ_i. Inserting CA = 1 on both sides of S and of H gives

S = (CA)ᴴ S (CA) = Aᴴ(CᴴSC)A = AᴴA,
H = Aᴴ(CᴴHC)A = Aᴴ diag(e) A.

So H is Hermitian, and S is positive definite because A is invertible. Since the vector Av holds the amplitudes,

‖v‖_S² = ⟨Av, Av⟩ = Σ_i |a_i|².

Next, subtracting sSψ_i from the eigenvalue equation gives

(H − sS)ψ_i = (e_i − s)Sψ_i.

No e_i equals s, so H − sS maps the basis ψ_i to nonzero multiples of the basis Sψ_i and is invertible. Hence

Tψ_i = ψ_i/(e_i − s),
Tᵏv = Σ_i a_i/(e_i − s)ᵏ ψ_i.

The wanted part of Tᵏv has S-norm |a_o|/|e_o − s|ᵏ, which is positive. For the unwanted part,

Σ_{i≠o} |a_i|²/|e_i − s|²ᵏ ≤ d⁻²ᵏ Σ_{i≠o} |a_i|².

Taking the root and dividing by the wanted norm gives

R(Tᵏv) ≤ (|e_o − s|ᵏ/dᵏ) · √(Σ_{i≠o} |a_i|²)/|a_o| = (|e_o − s|/d)ᵏ R(v).

## The eigenproblem and its norms in Lean

The type `n` labels the functions of a finite basis set, for example plane waves below a cutoff.

```lean
import Mathlib

open Matrix
open scoped ComplexOrder

namespace UltrasoftShiftInvert

noncomputable section

variable {n : Type*} [Fintype n] [DecidableEq n]
```

The structure `IsEigenbasis` records the assumption. Its field `orth` is S-orthonormality and `eig` is the eigenvalue equation for all columns at once. The type `n → ℝ` of `e` makes the levels real.

```lean
/-- The columns of `C` are S-orthonormal solutions of the generalized eigenproblem
`H ψ = e S ψ` with real levels `e`, as many as the dimension of the space. -/
structure IsEigenbasis (H S C : Matrix n n ℂ) (e : n → ℝ) : Prop where
  orth : Cᴴ * S * C = 1
  eig : H * C = S * C * diagonal (fun i => (e i : ℂ))
```

Column `i` of `C` is the vector ψ_i.

```lean
/-- The eigenvector `ψ_i`, which is column `i` of `C`. -/
def state (C : Matrix n n ℂ) (i : n) : n → ℂ := fun j => C j i
```

The function `amplitude` returns all a_i together, as the vector Av.

```lean
/-- The amplitudes `⟨ψ_i, S v⟩` of a vector `v`. -/
def amplitude (S C : Matrix n n ℂ) (v : n → ℂ) : n → ℂ := (Cᴴ * S) *ᵥ v
```

The S-norm is defined through the real part of ⟨v, Sv⟩. Nothing is lost by this, since the quantity is real for the matrices considered.

```lean
/-- The S-norm `√⟨v, S v⟩`, for a positive definite overlap matrix `S`. -/
def sNorm (S : Matrix n n ℂ) (v : n → ℂ) : ℝ := √(star v ⬝ᵥ S *ᵥ v).re
```

The wanted part is the S-orthogonal projection a_o ψ_o, and subtracting it from v leaves the unwanted part.

```lean
/-- The component of `v` along the wanted eigenvector `ψ_o`. -/
def wanted (S C : Matrix n n ℂ) (o : n) (v : n → ℂ) : n → ℂ :=
  amplitude S C v o • state C o

/-- The S-norm of the unwanted part of `v` over that of its wanted part,
for vectors whose wanted part is nonzero. -/
def unwantedRatio (S C : Matrix n n ℂ) (o : n) (v : n → ℂ) : ℝ :=
  sNorm S (v - wanted S C o v) / sNorm S (wanted S C o v)
```

The operator T uses the matrix inverse of H − sS.

```lean
/-- The shift-and-invert operator `(H - s S)⁻¹ S`, for a shift `s` that is not a level. -/
def shiftInvert (H S : Matrix n n ℂ) (s : ℝ) : Matrix n n ℂ :=
  (H - (s : ℂ) • S)⁻¹ * S
```

## Completeness from a one-sided inverse

The step from AC = 1 to CA = 1 is made by `mul_eq_one_comm`, which says that two square matrices whose product is 1 in one order also give 1 in the other. This is where finite dimension is used. On infinite sequences, a right shift followed by a left shift is the identity, while the opposite order replaces the first entry by zero. Physically, the lemma says that as many orthonormal states as there are dimensions form a complete set.

In the next proof it yields `hc`, the statement CA = 1. The auxiliary `key` inserts this identity on both sides of an arbitrary matrix M, and the choices M = S and M = H reproduce the two factorisations above. Positive definiteness then needs A to be injective, which follows by applying C to Ax = Ay.

```lean
variable {H S C : Matrix n n ℂ} {e : n → ℝ}

/-- If `H` and `S` have an S-orthonormal eigenbasis with real levels, then `H` is Hermitian,
`S` is positive definite, and `S = ∑ S|ψ_i⟩⟨ψ_i|S`. -/
theorem IsEigenbasis.isHermitian_and_posDef (h : IsEigenbasis H S C e) :
    H.IsHermitian ∧ S.PosDef ∧ S = (Cᴴ * S)ᴴ * (Cᴴ * S) := by
  have hc : C * (Cᴴ * S) = 1 := mul_eq_one_comm.1 h.orth
  -- every operator is recovered from its matrix elements in the eigenbasis
  have key : ∀ M : Matrix n n ℂ, M = (Cᴴ * S)ᴴ * (Cᴴ * M * C) * (Cᴴ * S) := fun M => by
    calc M = (C * (Cᴴ * S))ᴴ * M * (C * (Cᴴ * S)) := by rw [hc]; simp
      _ = _ := by rw [conjTranspose_mul C]; simp only [Matrix.mul_assoc]
  have hS : S = (Cᴴ * S)ᴴ * (Cᴴ * S) := by
    calc S = (Cᴴ * S)ᴴ * (Cᴴ * S * C) * (Cᴴ * S) := key S
      _ = _ := by rw [h.orth, Matrix.mul_one]
  have hH : Cᴴ * H * C = diagonal (fun i => (e i : ℂ)) := by
    rw [Matrix.mul_assoc, h.eig, ← Matrix.mul_assoc, ← Matrix.mul_assoc, h.orth,
      Matrix.one_mul]
  refine ⟨?_, ?_, hS⟩
  · rw [key H, hH]
    apply isHermitian_conjTranspose_mul_mul
    rw [Matrix.IsHermitian, diagonal_conjTranspose]
    congr 1
    ext i
    simp
  · rw [hS]
    apply Matrix.PosDef.conjTranspose_mul_self
    intro x y hxy
    have hz := congrArg (fun z => C *ᵥ z) hxy
    simpa only [Matrix.mulVec_mulVec, hc, Matrix.one_mulVec] using hz
```

With S = AᴴA available, the S-norm becomes a sum over amplitudes. The equation `hq` moves A to the left-hand vector of the scalar product, and the remaining lines identify each term with |a_i|².

```lean
/-- The S-norm is the root of the sum of the squared moduli of the amplitudes. -/
theorem IsEigenbasis.sNorm_eq (h : IsEigenbasis H S C e) (v : n → ℂ) :
    sNorm S v = √(∑ i, ‖amplitude S C v i‖ ^ 2) := by
  have hq : star v ⬝ᵥ S *ᵥ v = star (amplitude S C v) ⬝ᵥ amplitude S C v := by
    calc star v ⬝ᵥ S *ᵥ v = star v ⬝ᵥ ((Cᴴ * S)ᴴ * (Cᴴ * S)) *ᵥ v := by
          rw [← h.isHermitian_and_posDef.2.2]
      _ = _ := by
          unfold amplitude
          rw [← Matrix.mulVec_mulVec, Matrix.dotProduct_mulVec, ← Matrix.star_mulVec]
  rw [sNorm, hq, dotProduct, Complex.re_sum]
  congr 1
  refine Finset.sum_congr rfl fun i _ => ?_
  rw [Complex.sq_norm, Complex.normSq_apply]
  simp
```

## Powers of the shifted inverse

The lemma `amplitude_pow` is the formula for Tᵏv, read one amplitude at a time. The equation `hshift` is the shifted eigenvalue equation in matrix form. Two further uses of `mul_eq_one_comm` give SCCᴴ = 1, and `hinv` then verifies the spectral form

(H − sS)⁻¹ = C diag(1/(e_i − s)) Cᴴ

by multiplying it with H − sS. From this, `hstep` obtains AT = diag(1/(e_i − s))A, so one application divides each amplitude by its own e_i − s. Induction on `k` does the rest.

```lean
/-- If `s` is not a level, `k` applications of `(H - s S)⁻¹ S` divide the amplitude of
`ψ_i` by `(e_i - s)^k`. -/
theorem IsEigenbasis.amplitude_pow (h : IsEigenbasis H S C e) {s : ℝ}
    (hs : ∀ i, e i ≠ s) (v : n → ℂ) (k : ℕ) (i : n) :
    amplitude S C (shiftInvert H S s ^ k *ᵥ v) i
      = amplitude S C v i / ((e i : ℂ) - s) ^ k := by
  have hne : ∀ i, (e i : ℂ) - s ≠ 0 := fun i =>
    sub_ne_zero.2 fun hc => hs i (Complex.ofReal_injective hc)
  have hdiag : diagonal (fun i => (e i : ℂ) - s)
      = diagonal (fun i => (e i : ℂ)) - (s : ℂ) • (1 : Matrix n n ℂ) := by
    ext i j
    by_cases hij : i = j <;> simp [hij]
  have hshift : (H - (s : ℂ) • S) * C = S * C * diagonal (fun i => (e i : ℂ) - s) := by
    rw [hdiag, Matrix.sub_mul, h.eig, Matrix.mul_sub, Matrix.smul_mul, Matrix.mul_smul,
      Matrix.mul_one]
  have hG : diagonal (fun i => (e i : ℂ) - s) * diagonal (fun i => ((e i : ℂ) - s)⁻¹)
      = 1 := by
    rw [diagonal_mul_diagonal, ← diagonal_one]
    congr 1
    funext i
    exact mul_inv_cancel₀ (hne i)
  have hSC : S * (C * Cᴴ) = 1 :=
    mul_eq_one_comm.1 (by rw [Matrix.mul_assoc]; exact mul_eq_one_comm.1 h.orth)
  -- the spectral form of the resolvent
  have hinv : (H - (s : ℂ) • S)⁻¹ = C * (diagonal (fun i => ((e i : ℂ) - s)⁻¹) * Cᴴ) := by
    apply Matrix.inv_eq_right_inv
    rw [← Matrix.mul_assoc, hshift, Matrix.mul_assoc (S * C), ← Matrix.mul_assoc (diagonal _),
      hG, Matrix.one_mul, Matrix.mul_assoc, hSC]
  have hstep : Cᴴ * S * shiftInvert H S s
      = diagonal (fun i => ((e i : ℂ) - s)⁻¹) * (Cᴴ * S) := by
    rw [shiftInvert, hinv, Matrix.mul_assoc C, ← Matrix.mul_assoc (Cᴴ * S), h.orth,
      Matrix.one_mul, Matrix.mul_assoc]
  induction k with
  | zero => simp
  | succ k ih =>
    rw [pow_succ', ← Matrix.mulVec_mulVec, amplitude, Matrix.mulVec_mulVec, hstep,
      ← Matrix.mulVec_mulVec, Matrix.mulVec_diagonal]
    change _ * amplitude S C (shiftInvert H S s ^ k *ᵥ v) i = _
    rw [ih, pow_succ, div_mul_eq_div_div, div_eq_mul_inv _ ((e i : ℂ) - s), mul_comm]
```

## Separating wanted from unwanted parts

Orthonormality gives the amplitudes of an eigenvector.

```lean
/-- The eigenvector `ψ_j` has amplitude one on itself and zero on all others. -/
theorem IsEigenbasis.amplitude_state (h : IsEigenbasis H S C e) (j i : n) :
    amplitude S C (state C j) i = if i = j then 1 else 0 := by
  calc amplitude S C (state C j) i = (Cᴴ * S * C) i j := rfl
    _ = _ := by rw [h.orth, Matrix.one_apply]
```

It follows that the wanted part has the single amplitude a_o, while the unwanted part has all the others. In the sum, `Finset.univ.erase o` stands for i ≠ o.

```lean
/-- The wanted part has S-norm `|⟨ψ_o, S v⟩|`, and the S-norm of the unwanted part is made
up of the amplitudes of all other eigenvectors. -/
theorem IsEigenbasis.sNorm_parts (h : IsEigenbasis H S C e) (o : n) (v : n → ℂ) :
    sNorm S (wanted S C o v) = ‖amplitude S C v o‖ ∧
    sNorm S (v - wanted S C o v)
      = √(∑ i ∈ Finset.univ.erase o, ‖amplitude S C v i‖ ^ 2) := by
  have hw : ∀ i, amplitude S C (wanted S C o v) i
      = if i = o then amplitude S C v o else 0 := by
    intro i
    have h1 : amplitude S C (wanted S C o v) i
        = amplitude S C v o * amplitude S C (state C o) i := by
      rw [wanted, amplitude, Matrix.mulVec_smul]
      rfl
    rw [h1, h.amplitude_state]
    simp
  have hu : ∀ i, amplitude S C (v - wanted S C o v) i
      = amplitude S C v i - amplitude S C (wanted S C o v) i := by
    intro i
    rw [amplitude, Matrix.mulVec_sub]
    rfl
  constructor
  · rw [h.sNorm_eq, Finset.sum_eq_single o]
    · rw [hw, if_pos rfl, Real.sqrt_sq (norm_nonneg _)]
    · intro i _ hi
      rw [hw, if_neg hi]
      simp
    · simp
  · rw [h.sNorm_eq, ← Finset.add_sum_erase Finset.univ _ (Finset.mem_univ o), hu, hw,
      if_pos rfl, sub_self, norm_zero, zero_pow two_ne_zero, zero_add]
    congr 1
    refine Finset.sum_congr rfl fun i hi => ?_
    rw [hu, hw, if_neg (Finset.ne_of_mem_erase hi), sub_zero]
```

A small lemma identifies the complex modulus of e_i − s with the real distance |e_i − s|.

```lean
/-- The modulus of a real level difference is the same in the complex numbers. -/
theorem norm_level_sub (a s : ℝ) : ‖(a : ℂ) - s‖ = |a - s| := by
  rw [← Complex.ofReal_sub, Complex.norm_real, Real.norm_eq_abs]
```

The estimate for the unwanted part follows the derivation by hand: `Real.sqrt_le_iff` removes the root, `Finset.sum_le_sum` compares the sums term by term, and `hgap` bounds each denominator from below.

```lean
/-- If `s` is not a level and all unwanted levels lie at least `d > 0` from it, `k`
applications of `(H - s S)⁻¹ S` leave an unwanted S-norm of at most `1 / d^k` times the
initial one. -/
theorem IsEigenbasis.unwanted_le (h : IsEigenbasis H S C e) {s d : ℝ} {o : n}
    (hs : ∀ i, e i ≠ s) (hd : 0 < d) (hgap : ∀ m, m ≠ o → d ≤ |e m - s|)
    (v : n → ℂ) (k : ℕ) :
    sNorm S (shiftInvert H S s ^ k *ᵥ v - wanted S C o (shiftInvert H S s ^ k *ᵥ v))
      ≤ sNorm S (v - wanted S C o v) / d ^ k := by
  have hdk : 0 < d ^ k := pow_pos hd k
  rw [(h.sNorm_parts o _).2, (h.sNorm_parts o v).2]
  refine Real.sqrt_le_iff.2 ⟨div_nonneg (Real.sqrt_nonneg _) hdk.le, ?_⟩
  rw [div_pow, Real.sq_sqrt (Finset.sum_nonneg fun i _ => sq_nonneg _), Finset.sum_div]
  refine Finset.sum_le_sum fun i hi => ?_
  have hi' := pow_le_pow_left₀ hd.le (hgap i (Finset.ne_of_mem_erase hi)) k
  rw [h.amplitude_pow hs v k i, norm_div, norm_pow, norm_level_sub, div_pow]
  exact div_le_div_of_nonneg_left (sq_nonneg _) (pow_pos hdk 2)
    (pow_le_pow_left₀ hdk.le hi' 2)
```

## The bound and a case of equality

In the main theorem, `h0` says that the shift misses the wanted level, `hd` and `hgap` keep all other levels at least `d` away, and `hv` says that the start vector contains ψ_o. The first conclusion is that the wanted part stays nonzero, so the ratio after `k` applications has a positive denominator. The second is the bound on R.

The proof first shows that `s` is no level at all. It then computes the wanted norm exactly in `hw` and divides the estimate for the unwanted part by it.

```lean
/-- Let the shift `s` differ from the wanted level `e_o` and lie at least `d > 0` from all
other levels. If `v` has a nonzero `ψ_o` amplitude, then after `k` applications of
`(H - s S)⁻¹ S` the wanted part is nonzero, and the ratio of unwanted to wanted S-norm is at
most `(|e_o - s| / d)^k` times its initial value. -/
theorem shiftInvert_ratio_le (h : IsEigenbasis H S C e) {s d : ℝ} {o : n}
    (h0 : 0 < |e o - s|) (hd : 0 < d) (hgap : ∀ m, m ≠ o → d ≤ |e m - s|)
    {v : n → ℂ} (hv : amplitude S C v o ≠ 0) (k : ℕ) :
    0 < sNorm S (wanted S C o (shiftInvert H S s ^ k *ᵥ v)) ∧
    unwantedRatio S C o (shiftInvert H S s ^ k *ᵥ v)
      ≤ (|e o - s| / d) ^ k * unwantedRatio S C o v := by
  have hs : ∀ i, e i ≠ s := by
    intro i hi
    have hi' : 0 < |e i - s| := by
      by_cases hio : i = o
      · rw [hio]; exact h0
      · exact hd.trans_le (hgap i hio)
    simp [hi] at hi'
  have hw : sNorm S (wanted S C o (shiftInvert H S s ^ k *ᵥ v))
      = ‖amplitude S C v o‖ / |e o - s| ^ k := by
    rw [(h.sNorm_parts o _).1, h.amplitude_pow hs v k o, norm_div, norm_pow, norm_level_sub]
  have hpos : 0 < ‖amplitude S C v o‖ / |e o - s| ^ k :=
    div_pos (norm_pos_iff.2 hv) (pow_pos h0 k)
  refine ⟨by rw [hw]; exact hpos, ?_⟩
  unfold unwantedRatio
  rw [hw, (h.sNorm_parts o v).1]
  -- divide the bound on the unwanted part by the exact wanted part
  refine (div_le_div_of_nonneg_right (h.unwanted_le hs hd hgap v k) hpos.le).trans
    (le_of_eq ?_)
  rw [div_pow, div_div_div_eq, div_mul_div_comm, mul_comm (|e o - s| ^ k)]
```

The factor is the best possible in the following sense. The start vector ψ_o + ψ_m has R = 1, and after `k` applications its ratio is exactly (|e_o − s|/|e_m − s|)ᵏ. If m is the unwanted level closest to the shift and d is its distance, this equals the bound. In the proof, `Finset.sum_eq_single` reduces the unwanted sum to the one term that belongs to `m`.

```lean
/-- If `s` is not a level, the start vector `ψ_o + ψ_m` with `m ≠ o` has after `k` applications
exactly the ratio `(|e_o - s| / |e_m - s|)^k`. -/
theorem ratio_two_states (h : IsEigenbasis H S C e) {s : ℝ} (hs : ∀ i, e i ≠ s)
    {o m : n} (hm : m ≠ o) (k : ℕ) :
    unwantedRatio S C o (shiftInvert H S s ^ k *ᵥ (state C o + state C m))
      = (|e o - s| / |e m - s|) ^ k := by
  have ha : ∀ i, amplitude S C (state C o + state C m) i
      = (if i = o then 1 else 0) + (if i = m then 1 else 0) := by
    intro i
    rw [← h.amplitude_state o i, ← h.amplitude_state m i, amplitude, Matrix.mulVec_add]
    rfl
  rw [unwantedRatio, (h.sNorm_parts o _).1, (h.sNorm_parts o _).2, Finset.sum_eq_single m]
  · rw [Real.sqrt_sq (norm_nonneg _), h.amplitude_pow hs, h.amplitude_pow hs, ha, ha,
      if_neg hm, if_pos rfl, if_pos rfl, if_neg hm.symm, zero_add, add_zero, norm_div,
      norm_div, norm_pow, norm_pow, norm_level_sub, norm_level_sub, norm_one, div_pow,
      div_div_div_eq, one_mul, mul_one]
  · intro i hi him
    rw [h.amplitude_pow hs, ha, if_neg (Finset.ne_of_mem_erase hi), if_neg him]
    simp
  · intro hc
    exact absurd (Finset.mem_erase.2 ⟨hm, Finset.mem_univ m⟩) hc
```

A concrete instance has levels 1 and 3 and eigenvectors (1, 0) and (1, 1). Both have S-norm one and they are S-orthogonal, although their ordinary scalar product is 1. With s = 0 and the lower level wanted, one may take d = 3, and each application reduces the ratio by a factor of three.

```lean
/-- A two-level eigenbasis with a non-diagonal overlap matrix and the levels 1 and 3. -/
theorem isEigenbasis_witness :
    IsEigenbasis !![1, -1; -1, 4] !![1, -1; -1, 2] !![1, 1; 0, 1] ![1, 3] := by
  constructor <;> ext i j <;> fin_cases i <;> fin_cases j <;>
    simp [Matrix.mul_apply, Fin.sum_univ_succ, Matrix.diagonal_apply] <;> norm_num

end

end UltrasoftShiftInvert
```

```lean
#print axioms UltrasoftShiftInvert.shiftInvert_ratio_le
#print axioms UltrasoftShiftInvert.ratio_two_states
```

```
'UltrasoftShiftInvert.shiftInvert_ratio_le' depends on axioms: [propext, Classical.choice, Quot.sound]
'UltrasoftShiftInvert.ratio_two_states' depends on axioms: [propext, Classical.choice, Quot.sound]
```
